# The potential step across a neutral slab, and the part that charged sheets miss

Let a charge density \(\rho(x)\) be continuous on \([a,b]\) with zero integral, and let the electrostatic potential \(V\) satisfy \(V''=-4\pi\rho\) with \(V'(a)=0\). Then \(V'(b)=0\) and

\[
V(b)-V(a)=4\pi\int_a^b x\,\rho(x)\,dx .
\]

Cut the slab into layers, and give layer \(p\) a reference plane \(c_p\), a charge \(q_p\) and a dipole moment \(d_p\) about \(c_p\), both per unit area. The step is then \(4\pi\sum_p(q_pc_p+d_p)\). If each layer is replaced by a thin sheet of charge \(q_p\) at a plane \(c_p\) within the slab, the sheets give \(4\pi\sum_p q_pc_p\) and miss exactly \(4\pi\sum_p d_p\).

## A surface seen along its normal

The coordinate \(x\) runs along the surface normal, from the solid at \(a\) to the vacuum at \(b\). The density is the total charge density, electrons and nuclei together, averaged over planes parallel to the surface. Units are Gaussian, and \(V\) is the potential felt by a positive test charge.

The condition \(V'(a)=0\) says that there is no field at the inner face. In a field-free crystal this holds at a mirror plane of the bulk, for example. Zero total charge then means that there is no field at the outer face either. The step is measured from the value \(V(a)\) at that plane, which need not be the average potential of the bulk.

An electron has charge \(-e\), so \(-e\) times the step is the electrostatic part of a work function, when energies inside the solid are measured from the electrostatic energy of an electron at the plane \(a\). In this one-dimensional model with a given density, the result says how much of it is lost when a surface calculation keeps only the net charge of each atomic layer.

## The statement in Lean's terms

The structure `IsSlabPotential ρ V W a b` contains the electrostatics. The function `W` is the slope \(V'\). All three functions are continuous on the closed interval, while the equations \(V'=W\) and \(W'=-4\pi\rho\) are required only inside it. The boundary condition is the separate hypothesis `W a = 0`, and neutrality is the hypothesis that the integral of `ρ` vanishes.

The cuts are a monotone sequence `t`, so layer \(p\) is \([t_p,t_{p+1}]\) for \(p=0,\dots,N-1\), with \(a=t_0\) and \(b=t_N\). Layers of zero width are allowed. The layer quantities are

\[
q_p=\int_{t_p}^{t_{p+1}}\rho\,dx,\qquad
d_p=\int_{t_p}^{t_{p+1}}(x-c_p)\,\rho\,dx ,
\]

written `layerCharge` and `layerDipole`. The sheet model is `sheetPotential`,

\[
U(x)=-2\pi\sum_{p=0}^{N-1}q_p\,|x-c_p| ,
\]

the potential of thin charged planes. For neutral sheets it is flat on both sides of the whole set, which matches the conditions on \(V\).

In `layer_barrier` the planes \(c_p\) are arbitrary. In `monopole_defect` they must lie in the slab, though not necessarily in their own layers.

The density is given and not determined self-consistently, and variation parallel to the surface has been averaged away. Continuity of \(\rho\) excludes point nuclei, which the planar average would turn into infinitely thin sheets, so nuclear charge has to be smeared out. The general theorems take \(V\) and \(W\) as given functions that satisfy the structure.

## Gauss's law and the dipole step

Integrating \(W'=-4\pi\rho\) over the slab gives

\[
W(b)-W(a)=-4\pi\int_a^b\rho\,dx .
\]

With \(W(a)=0\), the slope \(W(b)\) vanishes exactly when the slab is neutral.

For the step, differentiate \(xW-V\):

\[
(xW-V)'=W+xW'-W=-4\pi x\rho .
\]

Integration from \(a\) to \(b\) gives

\[
bW(b)-V(b)-aW(a)+V(a)=-4\pi\int_a^b x\rho\,dx .
\]

Both slopes are zero, and what remains is the dipole formula.

## From layers to sheets

In each layer write \(x=c_p+(x-c_p)\). Then

\[
\int_{t_p}^{t_{p+1}}x\rho\,dx=q_pc_p+d_p ,
\]

and the sum over layers is the first moment of the whole slab. Moving a plane \(c_p\) shifts weight between the two terms and leaves their sum unchanged.

For the sheets, put \(Q=\sum_p q_p\). Every \(c_p\) lies between \(a\) and \(b\), so the absolute values open with known signs:

\[
U(b)=-2\pi\Big(bQ-\sum_p q_pc_p\Big),\qquad
U(a)=-2\pi\Big(\sum_p q_pc_p-aQ\Big).
\]

The layer charges add up to the charge of the slab, so \(Q=0\) and \(U(b)-U(a)=4\pi\sum_p q_pc_p\). Subtracting this from the full step leaves \(4\pi\sum_p d_p\).

A layer \([c-r,c+r]\) whose density is mirror symmetric about \(c\), and whose sheet is placed at \(c\), adds nothing to this difference. The substitution \(x\to 2c-x\) keeps \(\rho\) and reverses the sign of \(x-c\), so the dipole moment equals its own negative and is zero. If every sheet is placed at the centre of its layer, the missing part therefore comes from layers whose density is not mirror symmetric about that centre.

## A density linear in x

Take \(\rho(x)=x\) on \([-1,1]\), with \(V=2\pi(x-x^3/3)\) and \(W=2\pi(1-x^2)\). The slab is neutral, the slope vanishes at \(-1\), and the step is \(8\pi/3\).

Treated as one layer with \(c_0=0\), the slab has \(q_0=0\), and the sheet model misses the whole step. With two layers cut at \(0\) and planes at \(\mp\tfrac12\), the charges are \(\mp\tfrac12\) and each dipole moment is \(\tfrac1{12}\). The sheets then give \(2\pi\) and miss \(2\pi/3\).

## The Lean file

```lean
import Mathlib

open Real Set Finset

namespace SurfaceDipoleBarrier

noncomputable section

/-- Planar electrostatics in Gaussian units on the slab `[a, b]`: the charge density `ρ` is
continuous, the potential `V` has slope `W`, and Poisson's equation `W' = -4πρ` holds inside. -/
structure IsSlabPotential (ρ V W : ℝ → ℝ) (a b : ℝ) : Prop where
  cont_density : ContinuousOn ρ (Set.Icc a b)
  cont_potential : ContinuousOn V (Set.Icc a b)
  cont_slope : ContinuousOn W (Set.Icc a b)
  deriv_potential : ∀ x ∈ Set.Ioo a b, HasDerivAt V (W x) x
  poisson : ∀ x ∈ Set.Ioo a b, HasDerivAt W (-(4 * π * ρ x)) x

/-- Charge per unit area of the layer between `s` and `u`. -/
def layerCharge (ρ : ℝ → ℝ) (s u : ℝ) : ℝ := ∫ x in s..u, ρ x

/-- Dipole moment per unit area of the layer between `s` and `u`, taken about the plane `c`. -/
def layerDipole (ρ : ℝ → ℝ) (c s u : ℝ) : ℝ := ∫ x in s..u, (x - c) * ρ x

/-- Potential at `x` of `N` thin sheets with charges `q p` per unit area at the planes `c p`. -/
def sheetPotential (q c : ℕ → ℝ) (N : ℕ) (x : ℝ) : ℝ :=
  -(2 * π) * ∑ p ∈ Finset.range N, q p * |x - c p|

/-- Gauss's law for a slab: the slope of the potential changes by `-4π` times the charge
per unit area. -/
theorem slope_change {ρ V W : ℝ → ℝ} {a b : ℝ} (hab : a ≤ b)
    (h : IsSlabPotential ρ V W a b) :
    W b - W a = -(4 * π * ∫ x in a..b, ρ x) := by
  have hc : ContinuousOn (fun x => -(4 * π * ρ x)) (Set.Icc a b) :=
    (continuousOn_const.mul h.cont_density).neg
  have key : ∫ x in a..b, -(4 * π * ρ x) = W b - W a :=
    intervalIntegral.integral_eq_sub_of_hasDerivAt_of_le hab h.cont_slope h.poisson
      (hc.intervalIntegrable_of_Icc hab)
  rw [intervalIntegral.integral_neg, intervalIntegral.integral_const_mul] at key
  exact key.symm

/-- If the potential is flat at the inner face, it is flat at the outer face exactly when the
slab is neutral. -/
theorem flat_outside_iff_neutral {ρ V W : ℝ → ℝ} {a b : ℝ} (hab : a ≤ b)
    (h : IsSlabPotential ρ V W a b) (ha : W a = 0) :
    W b = 0 ↔ ∫ x in a..b, ρ x = 0 := by
  have key := slope_change hab h
  rw [ha, sub_zero] at key
  rw [key, neg_eq_zero, mul_eq_zero]
  have hpi : 4 * π ≠ 0 := by positivity
  exact ⟨fun h0 => h0.resolve_left hpi, Or.inr⟩

/-- For a neutral slab with flat potential at the inner face, the potential step across the slab
is `4π` times the dipole moment per unit area. -/
theorem dipole_barrier {ρ V W : ℝ → ℝ} {a b : ℝ} (hab : a ≤ b)
    (h : IsSlabPotential ρ V W a b) (ha : W a = 0) (hn : ∫ x in a..b, ρ x = 0) :
    V b - V a = 4 * π * ∫ x in a..b, x * ρ x := by
  have hb : W b = 0 := (flat_outside_iff_neutral hab h ha).2 hn
  have hc : ContinuousOn (fun x => -(4 * π * (x * ρ x))) (Set.Icc a b) :=
    (continuousOn_const.mul (continuousOn_id.mul h.cont_density)).neg
  have hg : ContinuousOn (fun x => x * W x - V x) (Set.Icc a b) :=
    (continuousOn_id.mul h.cont_slope).sub h.cont_potential
  -- the slope cancels in the derivative of `x W - V`, leaving the first moment of the charge
  have hd : ∀ x ∈ Set.Ioo a b,
      HasDerivAt (fun x => x * W x - V x) (-(4 * π * (x * ρ x))) x := fun x hx =>
    (((hasDerivAt_id' x).fun_mul (h.poisson x hx)).fun_sub
      (h.deriv_potential x hx)).congr_deriv (by ring)
  have key : ∫ x in a..b, -(4 * π * (x * ρ x)) = (b * W b - V b) - (a * W a - V a) :=
    intervalIntegral.integral_eq_sub_of_hasDerivAt_of_le hab hg hd
      (hc.intervalIntegrable_of_Icc hab)
  rw [intervalIntegral.integral_neg, intervalIntegral.integral_const_mul, ha, hb] at key
  linarith

/-- The first moment of a layer with continuous density is its charge times the position of the
reference plane `c`, plus its dipole moment about that plane. -/
theorem first_moment_split {ρ : ℝ → ℝ} {s u : ℝ} (c : ℝ) (hsu : s ≤ u)
    (hρ : ContinuousOn ρ (Set.Icc s u)) :
    ∫ x in s..u, x * ρ x = layerCharge ρ s u * c + layerDipole ρ c s u := by
  have h1 : ContinuousOn (fun x => ρ x * c) (Set.Icc s u) := hρ.mul continuousOn_const
  have h2 : ContinuousOn (fun x => (x - c) * ρ x) (Set.Icc s u) :=
    (continuousOn_id.sub continuousOn_const).mul hρ
  unfold layerCharge layerDipole
  rw [← intervalIntegral.integral_mul_const, ← intervalIntegral.integral_add
    (h1.intervalIntegrable_of_Icc hsu) (h2.intervalIntegrable_of_Icc hsu)]
  congr 1
  funext x
  ring

/-- For a neutral slab with flat potential at the inner face, cut into layers at the planes `t p`,
the barrier is `4π ∑ (q_p c_p + d_p)` for any choice of reference planes `c p`. -/
theorem layer_barrier {ρ V W : ℝ → ℝ} {t : ℕ → ℝ} {N : ℕ} (c : ℕ → ℝ) (ht : Monotone t)
    (h : IsSlabPotential ρ V W (t 0) (t N)) (ha : W (t 0) = 0)
    (hn : ∫ x in (t 0)..(t N), ρ x = 0) :
    V (t N) - V (t 0) = 4 * π * ∑ p ∈ Finset.range N,
      (layerCharge ρ (t p) (t (p + 1)) * c p + layerDipole ρ (c p) (t p) (t (p + 1))) := by
  have hsub : ∀ p < N, ContinuousOn ρ (Set.Icc (t p) (t (p + 1))) := fun p hp =>
    h.cont_density.mono (Set.Icc_subset_Icc (ht (Nat.zero_le p)) (ht (Nat.succ_le_of_lt hp)))
  have hint : ∀ p < N, IntervalIntegrable (fun x => x * ρ x) MeasureTheory.volume
      (t p) (t (p + 1)) := fun p hp =>
    (continuousOn_id.mul (hsub p hp)).intervalIntegrable_of_Icc (ht (Nat.le_succ p))
  rw [dipole_barrier (ht (Nat.zero_le N)) h ha hn,
    ← intervalIntegral.sum_integral_adjacent_intervals hint]
  congr 1
  exact Finset.sum_congr rfl fun p hp =>
    first_moment_split (c p) (ht (Nat.le_succ p)) (hsub p (Finset.mem_range.1 hp))

/-- Charged sheets of zero total charge, all lying between `a` and `b`, produce the potential
step `4π ∑ q_p c_p` from `a` to `b`. -/
theorem sheet_barrier {q c : ℕ → ℝ} {N : ℕ} {a b : ℝ}
    (hc : ∀ p < N, c p ∈ Set.Icc a b) (hq : ∑ p ∈ Finset.range N, q p = 0) :
    sheetPotential q c N b - sheetPotential q c N a
      = 4 * π * ∑ p ∈ Finset.range N, q p * c p := by
  have h1 : ∑ p ∈ Finset.range N, q p * |b - c p|
      = b * ∑ p ∈ Finset.range N, q p - ∑ p ∈ Finset.range N, q p * c p := by
    rw [Finset.mul_sum, ← Finset.sum_sub_distrib]
    refine Finset.sum_congr rfl fun p hp => ?_
    rw [abs_of_nonneg (sub_nonneg.2 (hc p (Finset.mem_range.1 hp)).2)]
    ring
  have h2 : ∑ p ∈ Finset.range N, q p * |a - c p|
      = ∑ p ∈ Finset.range N, q p * c p - a * ∑ p ∈ Finset.range N, q p := by
    rw [Finset.mul_sum, ← Finset.sum_sub_distrib]
    refine Finset.sum_congr rfl fun p hp => ?_
    rw [abs_of_nonpos (sub_nonpos.2 (hc p (Finset.mem_range.1 hp)).1)]
    ring
  unfold sheetPotential
  rw [h1, h2, hq]
  ring

/-- For a neutral slab with flat potential at the inner face, replacing every layer by a sheet
of the same charge at a plane `c p` within the slab misses exactly `4π ∑ d_p` of the barrier. -/
theorem monopole_defect {ρ V W : ℝ → ℝ} {t c : ℕ → ℝ} {N : ℕ} (ht : Monotone t)
    (hc : ∀ p < N, c p ∈ Set.Icc (t 0) (t N))
    (h : IsSlabPotential ρ V W (t 0) (t N)) (ha : W (t 0) = 0)
    (hn : ∫ x in (t 0)..(t N), ρ x = 0) :
    (V (t N) - V (t 0))
      - (sheetPotential (fun p => layerCharge ρ (t p) (t (p + 1))) c N (t N)
        - sheetPotential (fun p => layerCharge ρ (t p) (t (p + 1))) c N (t 0))
      = 4 * π * ∑ p ∈ Finset.range N, layerDipole ρ (c p) (t p) (t (p + 1)) := by
  have hint : ∀ p < N, IntervalIntegrable ρ MeasureTheory.volume (t p) (t (p + 1)) :=
    fun p hp => (h.cont_density.mono (Set.Icc_subset_Icc (ht (Nat.zero_le p))
      (ht (Nat.succ_le_of_lt hp)))).intervalIntegrable_of_Icc (ht (Nat.le_succ p))
  -- the sheets together are neutral because the slab is
  have hq : ∑ p ∈ Finset.range N, layerCharge ρ (t p) (t (p + 1)) = 0 :=
    (intervalIntegral.sum_integral_adjacent_intervals hint).trans hn
  rw [layer_barrier c ht h ha hn, sheet_barrier hc hq, Finset.sum_add_distrib]
  ring

/-- A layer whose density is mirror symmetric about its central plane has no dipole moment
about that plane. -/
theorem layerDipole_symmetric {ρ : ℝ → ℝ} {c r : ℝ} (hr : 0 ≤ r)
    (hρ : ∀ x ∈ Set.Icc (c - r) (c + r), ρ (2 * c - x) = ρ x) :
    layerDipole ρ c (c - r) (c + r) = 0 := by
  -- reflect the layer in its central plane
  have key : ∫ x in (c - r)..(c + r), (2 * c - x - c) * ρ (2 * c - x)
      = ∫ x in (2 * c - (c + r))..(2 * c - (c - r)), (x - c) * ρ x :=
    intervalIntegral.integral_comp_sub_left (fun x => (x - c) * ρ x) (2 * c)
  rw [show 2 * c - (c + r) = c - r by ring, show 2 * c - (c - r) = c + r by ring] at key
  have flip : ∫ x in (c - r)..(c + r), (2 * c - x - c) * ρ (2 * c - x)
      = -∫ x in (c - r)..(c + r), (x - c) * ρ x := by
    rw [← intervalIntegral.integral_neg]
    apply intervalIntegral.integral_congr
    intro x hx
    rw [Set.uIcc_of_le (by linarith)] at hx
    show (2 * c - x - c) * ρ (2 * c - x) = -((x - c) * ρ x)
    rw [hρ x hx]
    ring
  unfold layerDipole
  linarith

/-- The potential `2π (x - x³/3)`. -/
def cubicPotential : ℝ → ℝ := fun x => 2 * π * (x - x ^ 3 / 3)

/-- The slope `2π (1 - x²)`. -/
def parabolicSlope : ℝ → ℝ := fun x => 2 * π * (1 - x ^ 2)

/-- The density `ρ(x) = x` on `[-1, 1]` is neutral, its potential `2π (x - x³/3)` is flat at the
inner face, and the barrier is `8π/3`. -/
theorem linear_density_witness :
    IsSlabPotential (fun x => x) cubicPotential parabolicSlope (-1) 1 ∧
      parabolicSlope (-1) = 0 ∧ ∫ x in (-1 : ℝ)..1, x = 0 ∧
      cubicPotential 1 - cubicPotential (-1) = 8 * π / 3 := by
  refine ⟨⟨continuousOn_id, ?_, ?_, fun x _ => ?_, fun x _ => ?_⟩, ?_, ?_, ?_⟩
  · unfold cubicPotential
    fun_prop
  · unfold parabolicSlope
    fun_prop
  · have h3 : HasDerivAt (fun y : ℝ => y ^ 3) (3 * x ^ 2) x := by
      simpa using hasDerivAt_pow 3 x
    exact (((hasDerivAt_id' x).fun_sub (h3.div_const 3)).const_mul (2 * π)).congr_deriv
      (by unfold parabolicSlope; ring)
  · have h2 : HasDerivAt (fun y : ℝ => y ^ 2) (2 * x) x := by
      simpa using hasDerivAt_pow 2 x
    exact (((hasDerivAt_const x (1 : ℝ)).fun_sub h2).const_mul (2 * π)).congr_deriv (by ring)
  · unfold parabolicSlope
    ring
  · rw [integral_id]
    norm_num
  · unfold cubicPotential
    ring

end

end SurfaceDipoleBarrier
```

```lean
#print axioms SurfaceDipoleBarrier.sheet_barrier
#print axioms SurfaceDipoleBarrier.monopole_defect
#print axioms SurfaceDipoleBarrier.layerDipole_symmetric
```

```
'SurfaceDipoleBarrier.sheet_barrier' depends on axioms: [propext, Classical.choice, Quot.sound]
'SurfaceDipoleBarrier.monopole_defect' depends on axioms: [propext, Classical.choice, Quot.sound]
'SurfaceDipoleBarrier.layerDipole_symmetric' depends on axioms: [propext, Classical.choice, Quot.sound]
```

## How the lemmas carry the derivation

`slope_change` is Gauss's law. It applies the fundamental theorem of calculus in the form `intervalIntegral.integral_eq_sub_of_hasDerivAt_of_le`, which asks for continuity on the closed interval, a derivative inside it and an integrable derivative. The structure was laid out to supply these. `flat_outside_iff_neutral` inserts `W a = 0` and divides out the nonzero factor \(4\pi\).

`dipole_barrier` first obtains `W b = 0` from neutrality. The step `hd` is the derivative of \(xW-V\): the product and difference rules produce it, and `ring` cancels the two slopes. The same fundamental theorem gives `key`, the integrated identity, and `linarith` solves it for the step once both end slopes have been set to zero.

`first_moment_split` merges the charge and dipole integrals into one and compares the integrands by `ring`. `layer_barrier` starts from the dipole formula, breaks its integral at the cuts with `sum_integral_adjacent_intervals`, and applies the split in each layer. Monotonicity of `t` places every layer inside the slab, where \(\rho\) is known to be continuous.

`sheet_barrier` evaluates the sheet potential at the two faces. The facts `h1` and `h2` are the sums with the absolute values opened, using `abs_of_nonneg` at \(b\) and `abs_of_nonpos` at \(a\). Neutrality `hq` then removes the terms in \(Q\).

`monopole_defect` proves that the layer charges sum to zero, rewrites with the two barrier formulas, and separates the sum into charge and dipole parts. The charge parts cancel in the final `ring`.

In `layerDipole_symmetric`, `key` is the change of variable \(x\to 2c-x\) and `flip` uses the symmetry of \(\rho\) to extract the minus sign. Together they say that the integral equals its own negative, and `linarith` concludes that it is zero.

`linear_density_witness` verifies each condition of the structure for the linear density by differentiating the two polynomials, then evaluates the inner slope, the total charge and the step.
